# The sum of pair exchanges multiplies a function by −N(N−1)/2 exactly when the function is antisymmetric

A: Let F be a complex function of N particle coordinates, each taken from a set X, and let P_ij swap the coordinates of particles i and j. With T = Σ_{i<j} P_ij, the single equation

T F = −(N(N−1)/2) F

holds if and only if P_ij F = −F for every pair i < j. The set X may be finite or infinite.

Q: I doubt the forward direction. At a given configuration, one exchange could contribute too much and another too little, and the sum would still come out right.

A: At one configuration, yes. The remedy is to look at all rearrangements of that configuration together. Let ε = ±1, write M = N(N−1)/2, and suppose T F = εMF. Fix a configuration x and a pair i < j, let s be the swap of i and j, and let σ run over all permutations. Define

D_ij = Σ_σ |(P_ij F)(x∘σ) − εF(x∘σ)|².

For complex a and b, since ε² = 1,

|a − εb|² = |a|² + |b|² − 2ε Re(a conj b).

Now (P_ij F)(x∘σ) = F(x∘σ∘s), and σ∘s runs over all permutations when σ does. The first two terms therefore have equal sums, and

D_ij = 2 Σ_σ [|F|² − ε Re(P_ij F · conj F)](x∘σ).

Summing over the M pairs and inserting T F = εMF gives

Σ_{i<j} D_ij = 2 Σ_σ [M|F|² − ε·εM|F|²](x∘σ) = 0.

Every term is a square, so every term vanishes. The term with σ = 1 says (P_ij F)(x) = εF(x), and x was arbitrary. Conversely, if P_ij F = εF for every pair, adding M copies gives T F = εMF. Antisymmetry is the case ε = −1.

Q: And what is a wavefunction in the formal version?

A: Any function `(Fin N → X) → ℂ`. A configuration assigns a coordinate to each of the particles 0, …, N−1.

In Lean 4 with Mathlib:

```lean
import Mathlib

open Finset ComplexConjugate

namespace ExchangeAntisymmetry

noncomputable section

variable {X : Type*} {N : ℕ}
```

Q: For electrons, a coordinate must include spin.

A: Then choose X to be position together with spin. The exchange operator composes the configuration with a transposition, so it swaps the whole coordinate.

```lean
/-- The exchange operator `P_ij`, which swaps the coordinates of particles `i` and `j`. -/
def exchange (i j : Fin N) (F : (Fin N → X) → ℂ) : (Fin N → X) → ℂ :=
  fun x => F (x ∘ Equiv.swap i j)
```

The operator T is a double sum: `Iio j` is the set of particles i with i < j, so each pair occurs once.

```lean
/-- The sum `T` of the exchange operators over all pairs `i < j`. -/
def exchangeSum (F : (Fin N → X) → ℂ) : (Fin N → X) → ℂ :=
  fun x => ∑ j : Fin N, ∑ i ∈ Iio j, exchange i j F x
```

The antisymmetrizer A is the signed average

(A F)(x) = (1/N!) Σ_σ sgn(σ) F(x∘σ).

```lean
/-- The antisymmetrizer: the average over all particle permutations, weighted by their signs. -/
def antisymmetrizer (F : (Fin N → X) → ℂ) : (Fin N → X) → ℂ :=
  fun x => (N.factorial : ℂ)⁻¹ *
    ∑ σ : Equiv.Perm (Fin N), ((Equiv.Perm.sign σ : ℤ) : ℂ) * F (x ∘ σ)
```

Q: There is no inner product, and no normalisation. Is that still quantum mechanics?

A: It is the exchange symmetry alone. F need not be normalised or square-integrable, and F = 0 is allowed. Equalities hold at every configuration, so wavefunctions identified up to sets of measure zero are not treated. There is no Hamiltonian either.

Q: Where does N(N−1)/2 enter?

A: Particle j has j predecessors, so the number of pairs is 0 + 1 + … + (N−1), which is evaluated by induction. The lemma is stated for a general field of characteristic zero because the proof needs the count in both ℝ and ℂ. For N = 0 or 1 there are no pairs, and both sides of the equivalence hold for every F.

```lean
/-- There are `N(N-1)/2` pairs among `N` particles. -/
theorem pair_count (K : Type*) [Field K] [CharZero K] (N : ℕ) :
    ∑ j : Fin N, ∑ _i ∈ Iio j, (1 : K) = (N : K) * (N - 1) / 2 := by
  have h : ∀ n : ℕ, ∑ k ∈ range n, (k : K) = (n : K) * (n - 1) / 2 := by
    intro n
    induction n with
    | zero => simp
    | succ n ih =>
      rw [sum_range_succ, ih]
      push_cast
      ring
  simp only [sum_const, Fin.card_Iio, nsmul_eq_mul, mul_one]
  rw [Fin.sum_univ_eq_sum_range (fun k => (k : K)) N, h]
```

The next lemma is the formula for D_ij. Its step `h` relabels the permutations, and `pt` expands the square.

```lean
/-- For a sign `ε`, the squared deviation of `P_ij F` from `ε F`, summed over the rearrangements
of one configuration, is expressed through `|F|²` and the overlap of `P_ij F` with `F`. -/
theorem exchange_defect {ε : ℝ} (hε : ε ^ 2 = 1) (F : (Fin N → X) → ℂ)
    (i j : Fin N) (x : Fin N → X) :
    ∑ σ : Equiv.Perm (Fin N), Complex.normSq (exchange i j F (x ∘ σ) - ε * F (x ∘ σ)) =
      2 * ∑ σ : Equiv.Perm (Fin N), (Complex.normSq (F (x ∘ σ)) -
        ε * (exchange i j F (x ∘ σ) * conj (F (x ∘ σ))).re) := by
  -- relabelling the permutations shows that an exchange preserves the norm
  have h : ∑ σ : Equiv.Perm (Fin N), Complex.normSq (exchange i j F (x ∘ σ)) =
      ∑ σ : Equiv.Perm (Fin N), Complex.normSq (F (x ∘ σ)) :=
    Equiv.sum_comp (Equiv.mulRight (Equiv.swap i j))
      (fun σ : Equiv.Perm (Fin N) => Complex.normSq (F (x ∘ σ)))
  have pt : ∀ a b : ℂ, Complex.normSq (a - ε * b) =
      Complex.normSq a + Complex.normSq b - 2 * (ε * (a * conj b).re) := by
    intro a b
    simp only [Complex.normSq_apply, Complex.sub_re, Complex.sub_im, Complex.mul_re,
      Complex.mul_im, Complex.ofReal_re, Complex.ofReal_im, Complex.conj_re, Complex.conj_im]
    linear_combination (b.re ^ 2 + b.im ^ 2) * hε
  simp only [pt, sum_sub_distrib, sum_add_distrib, h, ← mul_sum]
  ring
```

Q: Then the main argument should be short.

A: It follows the calculation above. In the forward direction, `pt` shows that the bracket, summed over pairs, vanishes at each configuration. `tot` interchanges the sums over pairs and permutations to get a total of zero. Three uses of `sum_eq_zero_iff_of_nonneg` then isolate one j, one i and the identity permutation. The converse adds equal terms and uses the pair count.

```lean
/-- For a sign `ε`, `T F = ε (N(N-1)/2) F` holds exactly when `P_ij F = ε F` for every pair. -/
theorem exchangeSum_eq_sign_iff {ε : ℝ} (hε : ε ^ 2 = 1) (F : (Fin N → X) → ℂ) :
    exchangeSum F = ((ε : ℂ) * ((N : ℂ) * (N - 1) / 2)) • F ↔
      ∀ i j : Fin N, i < j → exchange i j F = (ε : ℂ) • F := by
  constructor
  · intro hT i j hij
    funext x
    -- the eigenvalue equation makes the deviations cancel when summed over pairs
    have pt : ∀ y : Fin N → X, ∑ j : Fin N, ∑ i ∈ Iio j,
        (Complex.normSq (F y) - ε * (exchange i j F y * conj (F y)).re) = 0 := by
      intro y
      have h1 : exchangeSum F y = ((ε : ℂ) * ((N : ℂ) * (N - 1) / 2)) * F y := congrFun hT y
      have h2 : ∑ j : Fin N, ∑ i ∈ Iio j, (exchange i j F y * conj (F y)).re =
          (exchangeSum F y * conj (F y)).re := by
        simp only [exchangeSum, sum_mul, Complex.re_sum]
      have h3 : ∑ j : Fin N, ∑ _i ∈ Iio j, Complex.normSq (F y) =
          (N : ℝ) * (N - 1) / 2 * Complex.normSq (F y) := by
        rw [← pair_count ℝ N]
        simp only [sum_mul, one_mul]
      have h4 : (exchangeSum F y * conj (F y)).re =
          ε * ((N : ℝ) * (N - 1) / 2) * Complex.normSq (F y) := by
        have h5 : exchangeSum F y * conj (F y) =
            ((ε * ((N : ℝ) * (N - 1) / 2) * Complex.normSq (F y) : ℝ) : ℂ) := by
          rw [h1]
          push_cast
          linear_combination ((ε : ℂ) * ((N : ℂ) * (N - 1) / 2)) * Complex.mul_conj (F y)
        rw [h5, Complex.ofReal_re]
      simp only [sum_sub_distrib, ← mul_sum, h2, h3, h4]
      linear_combination (-((N : ℝ) * (N - 1) / 2 * Complex.normSq (F y))) * hε
    have tot : ∑ j : Fin N, ∑ i ∈ Iio j, ∑ σ : Equiv.Perm (Fin N),
        Complex.normSq (exchange i j F (x ∘ σ) - ε * F (x ∘ σ)) = 0 := by
      calc _ = 2 * ∑ j : Fin N, ∑ i ∈ Iio j, ∑ σ : Equiv.Perm (Fin N),
            (Complex.normSq (F (x ∘ σ)) -
              ε * (exchange i j F (x ∘ σ) * conj (F (x ∘ σ))).re) := by
            simp only [exchange_defect hε, mul_sum]
        _ = 2 * ∑ σ : Equiv.Perm (Fin N), ∑ j : Fin N, ∑ i ∈ Iio j,
            (Complex.normSq (F (x ∘ σ)) -
              ε * (exchange i j F (x ∘ σ) * conj (F (x ∘ σ))).re) := by
            congr 1
            symm
            rw [sum_comm]
            exact sum_congr rfl fun j _ => sum_comm
        _ = 0 := by simp only [pt, sum_const_zero, mul_zero]
    -- a vanishing sum of squares has vanishing terms
    have hj := (sum_eq_zero_iff_of_nonneg (fun j _ => sum_nonneg fun i _ =>
      sum_nonneg fun σ _ => Complex.normSq_nonneg _)).1 tot j (mem_univ j)
    have hi := (sum_eq_zero_iff_of_nonneg (fun i _ =>
      sum_nonneg fun σ _ => Complex.normSq_nonneg _)).1 hj i (mem_Iio.2 hij)
    have h1 := (sum_eq_zero_iff_of_nonneg (fun σ _ =>
      Complex.normSq_nonneg _)).1 hi 1 (mem_univ _)
    have h0 : exchange i j F x - ε * F x = 0 := Complex.normSq_eq_zero.1 h1
    exact sub_eq_zero.1 h0
  · intro h
    funext y
    calc exchangeSum F y = ∑ j : Fin N, ∑ _i ∈ Iio j, 1 * ((ε : ℂ) * F y) :=
          sum_congr rfl fun j _ => sum_congr rfl fun i hi => by
            rw [h i j (mem_Iio.1 hi), Pi.smul_apply, smul_eq_mul, one_mul]
      _ = (N : ℂ) * (N - 1) / 2 * ((ε : ℂ) * F y) := by
          rw [← pair_count ℂ N]
          simp only [sum_mul]
      _ = (((ε : ℂ) * ((N : ℂ) * (N - 1) / 2)) • F) y := by
          simp only [Pi.smul_apply, smul_eq_mul]
          ring
```

Q: Does it matter that ε² = 1?

A: It does. Take ε = 0, three particles, X = {0, 1} and F(x) = x₀ − x₁. Then

P_01 F = x₁ − x₀, P_02 F = x₂ − x₁, P_12 F = x₀ − x₂.

These add up to zero, so T F = 0 = εMF, yet P_01 F = −F is not zero. This F has mixed symmetry, and its exchanges cancel just as you feared.

Setting ε = −1 gives the opening statement.

```lean
/-- `T F = -(N(N-1)/2) F` holds if and only if `F` changes sign under every pair exchange. -/
theorem exchangeSum_eq_neg_iff (F : (Fin N → X) → ℂ) :
    exchangeSum F = (-((N : ℂ) * (N - 1) / 2)) • F ↔
      ∀ i j : Fin N, i < j → exchange i j F = -F := by
  simpa only [Complex.ofReal_neg, Complex.ofReal_one, neg_mul, one_mul, neg_smul, one_smul]
    using exchangeSum_eq_sign_iff (ε := -1) (by norm_num) F
```

Setting ε = +1 gives the symmetric, bosonic counterpart.

```lean
/-- `T F = (N(N-1)/2) F` holds if and only if `F` is unchanged by every pair exchange. -/
theorem exchangeSum_eq_pos_iff (F : (Fin N → X) → ℂ) :
    exchangeSum F = ((N : ℂ) * (N - 1) / 2) • F ↔
      ∀ i j : Fin N, i < j → exchange i j F = F := by
  simpa only [Complex.ofReal_one, one_mul, one_smul]
    using exchangeSum_eq_sign_iff (ε := 1) (by norm_num) F
```

Q: Antisymmetry usually refers to all permutations, not only to pairs.

A: Every permutation is a product of swaps, so the pair condition implies

F(x∘σ) = sgn(σ) F(x).

The proof is an induction on the number of swaps. Putting one more swap in front of f changes both the sign of the permutation and the sign of F.

```lean
/-- A function that changes sign under every pair exchange acquires the sign of the permutation
under any permutation of the particles. -/
theorem permute_eq_sign {F : (Fin N → X) → ℂ}
    (h : ∀ i j : Fin N, i < j → exchange i j F = -F) (σ : Equiv.Perm (Fin N)) :
    ∀ x : Fin N → X, F (x ∘ σ) = ((Equiv.Perm.sign σ : ℤ) : ℂ) * F x := by
  refine Equiv.Perm.swap_induction_on σ ?_ ?_
  · intro x
    simp
  · intro f i j hij ih x
    have hs : F (x ∘ Equiv.swap i j) = -F x := by
      rcases lt_or_gt_of_ne hij with h1 | h1
      · exact congrFun (h i j h1) x
      · rw [Equiv.swap_comm]
        exact congrFun (h j i h1) x
    have h2 : F (x ∘ ⇑(Equiv.swap i j * f)) =
        ((Equiv.Perm.sign f : ℤ) : ℂ) * F (x ∘ Equiv.swap i j) := ih (x ∘ Equiv.swap i j)
    rw [h2, hs, Equiv.Perm.sign_mul, Equiv.Perm.sign_swap hij]
    simp
```

Q: How does this connect to the antisymmetrizer?

A: First, A F is always antisymmetric: replacing σ by s∘σ in the sum reverses every sign.

```lean
/-- The antisymmetrized function changes sign under the exchange of two distinct particles. -/
theorem exchange_antisymmetrizer (F : (Fin N → X) → ℂ) {i j : Fin N} (hij : i ≠ j) :
    exchange i j (antisymmetrizer F) = -antisymmetrizer F := by
  funext x
  have h : ∑ σ : Equiv.Perm (Fin N), ((Equiv.Perm.sign (Equiv.swap i j * σ) : ℤ) : ℂ) *
      F (x ∘ ⇑(Equiv.swap i j * σ)) =
      ∑ σ : Equiv.Perm (Fin N), ((Equiv.Perm.sign σ : ℤ) : ℂ) * F (x ∘ σ) :=
    Equiv.sum_comp (Equiv.mulLeft (Equiv.swap i j))
      (fun σ : Equiv.Perm (Fin N) => ((Equiv.Perm.sign σ : ℤ) : ℂ) * F (x ∘ σ))
  simp only [exchange, antisymmetrizer, Pi.neg_apply]
  rw [← h, ← mul_neg, ← sum_neg_distrib]
  congr 1
  refine sum_congr rfl fun σ _ => ?_
  have hs : ((Equiv.Perm.sign (Equiv.swap i j * σ) : ℤ) : ℂ) =
      -((Equiv.Perm.sign σ : ℤ) : ℂ) := by
    simp [Equiv.Perm.sign_mul, Equiv.Perm.sign_swap hij]
  have hc : x ∘ ⇑(Equiv.swap i j * σ) = (x ∘ Equiv.swap i j) ∘ σ := rfl
  rw [hs, hc]
  ring
```

Hence A F = F implies that F is antisymmetric. Conversely, if F is antisymmetric, each term of the sum is sgn(σ)² F(x) = F(x), and the average of N! equal terms is F(x). The equation for T is therefore equivalent to A F = F.

```lean
/-- `T F = -(N(N-1)/2) F` holds if and only if the antisymmetrizer leaves `F` unchanged. -/
theorem exchangeSum_eq_neg_iff_antisymmetrizer (F : (Fin N → X) → ℂ) :
    exchangeSum F = (-((N : ℂ) * (N - 1) / 2)) • F ↔ antisymmetrizer F = F := by
  rw [exchangeSum_eq_neg_iff]
  constructor
  · intro h
    funext x
    -- each permutation contributes the same amount, since its sign squares to one
    have ht : ∀ σ : Equiv.Perm (Fin N),
        ((Equiv.Perm.sign σ : ℤ) : ℂ) * F (x ∘ σ) = F x := by
      intro σ
      rw [permute_eq_sign h σ x]
      rcases Int.units_eq_one_or (Equiv.Perm.sign σ) with hs | hs <;> simp [hs]
    have hN : (N.factorial : ℂ) ≠ 0 := Nat.cast_ne_zero.2 (Nat.factorial_ne_zero N)
    simp only [antisymmetrizer, ht, sum_const, card_univ, Fintype.card_perm,
      Fintype.card_fin, nsmul_eq_mul]
    exact inv_mul_cancel_left₀ hN (F x)
  · intro h i j hij
    have h1 := exchange_antisymmetrizer F (ne_of_lt hij)
    rwa [h] at h1
```

Q: And the Pauli principle?

A: In its coordinate form, it follows. If particles i ≠ j have the same coordinate, the swap leaves x unchanged, so F(x) = −F(x) and F(x) = 0. With spin included in X, two electrons at the same position with the same spin component give amplitude zero.

```lean
/-- If `T F = -(N(N-1)/2) F`, then `F` vanishes whenever two distinct particles have the same
coordinate. -/
theorem eq_zero_of_coincidence {F : (Fin N → X) → ℂ}
    (hT : exchangeSum F = (-((N : ℂ) * (N - 1) / 2)) • F)
    {i j : Fin N} (hij : i ≠ j) {x : Fin N → X} (hx : x i = x j) : F x = 0 := by
  have hc : x ∘ ⇑(Equiv.swap i j) = x := by
    funext k
    simp only [Function.comp_apply, Equiv.swap_apply_def]
    split_ifs with h1 h2
    · rw [h1, hx]
    · rw [h2, hx]
    · rfl
  have h := permute_eq_sign ((exchangeSum_eq_neg_iff F).1 hT) (Equiv.swap i j) x
  rw [hc, Equiv.Perm.sign_swap hij] at h
  push_cast at h
  linear_combination (1 / 2 : ℂ) * h

end

end ExchangeAntisymmetry
```

```lean
#print axioms ExchangeAntisymmetry.exchangeSum_eq_pos_iff
-- 'ExchangeAntisymmetry.exchangeSum_eq_pos_iff' depends on axioms: [propext, Classical.choice, Quot.sound]
#print axioms ExchangeAntisymmetry.exchangeSum_eq_neg_iff_antisymmetrizer
-- 'ExchangeAntisymmetry.exchangeSum_eq_neg_iff_antisymmetrizer' depends on axioms: [propext, Classical.choice, Quot.sound]
#print axioms ExchangeAntisymmetry.eq_zero_of_coincidence
-- 'ExchangeAntisymmetry.eq_zero_of_coincidence' depends on axioms: [propext, Classical.choice, Quot.sound]
```

Q: Where would I meet this in a calculation?

A: In a first-quantised simulation on a finite grid, the antisymmetric functions are exactly those that T + N(N−1)/2 sends to zero, so one linear condition encodes all the pair conditions. That concerns exact equality; how far a function with a small residual is from antisymmetry is a separate question.
